# A cubic low-bias law with a finite-bias error bound, for a zero-temperature model of inelastic cotunnelling

Take a metallic island in Coulomb blockade at bias energy $V$. Suppose that, at this bias, bringing an electron in from the source and sending one out to the drain cost the same energy $E>0$, counted from the Fermi levels of the two leads. Charge can still cross the island by two tunnelling events joined by a virtual charge state: one electron enters from the source and another leaves to the drain. One event leaves an electron-hole pair of energy $x$, the other a pair of energy $V-x$. The two events can happen in either order, and their contributions add. With the constant tunnelling matrix elements left out, the amplitude is

$$\frac{1}{E+x}+\frac{1}{E+V-x}.$$

For $0\le x\le V$ each term lies between $1/(E+V)$ and $1/E$. The squared amplitude therefore lies between $4/(E+V)^2$ and $4/E^2$, whatever the split of the energy. The number of ways to form the two pairs is proportional to $x(V-x)$, which integrates to $V^3/6$. Up to a constant prefactor, the current then lies between $\frac{2}{3}V^3/(E+V)^2$ and $\frac{2}{3}V^3/E^2$. At $V=E/10$ the lower bound is $100/121$, or about 83%, of the upper one, and as $V$ decreases to zero their ratio tends to one. At low bias the cube comes from the phase space, and the energy dependence of the denominators only corrects it.

## The current lies between two multiples of the cubic law

For two charging energies $E_1,E_2>0$, define

$$I(V)=\int_0^V x(V-x)\left(\frac{1}{E_1+x}+\frac{1}{E_2+V-x}\right)^2dx .$$

Let $C(V)=\frac16\left(\frac1{E_1}+\frac1{E_2}\right)^2V^3$ be the law with constant denominators. If $0<E\le E_1$ and $E\le E_2$, then for every $V\ge0$

$$\left(\frac{E}{E+V}\right)^2C(V)\;\le\; I(V)\;\le\; C(V).$$

Two limits follow as $V$ decreases to zero. The ratio $I(V)/V^3$ tends to $\frac16(1/E_1+1/E_2)^2$, and $I(sV)/I(V)$ tends to $s^3$ for each fixed $s>0$.

In the Lean file, `amplitude` is the bracket, `current` is $I$ and `cubicLaw` is $C$. All quantities are real numbers, with $V$ standing for the bias energy (charge times voltage) in the same units as $E_1$ and $E_2$. The theorem `current_bounds` is the two-sided bound, `current_div_cube_tendsto` is the first limit and `current_scaling` is the second. The notation `𝓝[>] 0` means that $V$ approaches zero through positive values.

The conditions $E_1,E_2>0$ stand for blockade: both charge states next to the ground state cost energy, so they are reached only virtually. They also keep the denominators positive throughout the integration window.

## Switching to the cubic formula at low bias

A transport code that replaces the integral by $C(V)$ at low bias can take its error estimate from the two-sided bound. Within this lowest-order, zero-temperature model, and with the same $E_1$ and $E_2$ in both expressions, the replacement never underestimates the current, and its error is at most the fraction $1-(E/(E+V))^2$ of $C(V)$. The best choice of $E$ is $\min(E_1,E_2)$. For an error of at most 1% of $C(V)$, it is enough that $V\le0.005\,E$.

The bound also supplies a check on a quadrature routine: for $V>0$, the computed $I(V)/C(V)$ should lie between $(E/(E+V))^2$ and 1, up to numerical error. A value outside this interval by more than that error points to a fault, such as a wrong prefactor or amplitudes that were squared before they were added.

A scaling check needs a tolerance, because the ratio equals $s^3$ only in the limit. For $s,V>0$ and the same $E_1$ and $E_2$ at both biases, dividing the bounds at $sV$ and $V$ gives

$$s^3\left(\frac{E}{E+sV}\right)^2\le\frac{I(sV)}{I(V)}\le s^3\left(\frac{E+V}{E}\right)^2 .$$

With $s=2$ and $V=0.01\,E$, the ratio must lie between about 7.69 and 8.16.

## Bounding one propagator at a time

**Phase space.** An antiderivative of $x(V-x)$ in $x$ is $\frac V2x^2-\frac13x^3$. Its value at zero vanishes, so

$$\int_0^Vx(V-x)\,dx=\frac{V^3}{2}-\frac{V^3}{3}=\frac{V^3}{6}.$$

**One propagator.** Let $0<E\le D$ and $0\le x\le V$. Since $D+x\ge D>0$, we have $1/(D+x)\le1/D$. For the lower bound we want

$$\frac{E}{E+V}\,\frac1D\le\frac1{D+x}.$$

All denominators are positive, so this is equivalent to $E(D+x)\le(E+V)D$. Removing $ED$ from both sides leaves $Ex\le VD$, which follows from $E\le D$ and $0\le x\le V$.

**The amplitude.** Write $A(x)$ for the amplitude, $A_0=1/E_1+1/E_2$ and $q=E/(E+V)$. Use the propagator bound once with $D=E_1$ and pair energy $x$, and once with $D=E_2$ and pair energy $V-x$, which also lies between 0 and $V$. Adding the results gives

$$qA_0\le A(x)\le A_0 .$$

**The current.** All three quantities are nonnegative, so squaring preserves the order. Multiplying by $x(V-x)\ge0$ and integrating gives

$$q^2A_0^2\frac{V^3}{6}\le I(V)\le A_0^2\frac{V^3}{6},$$

which is the stated bound, because $C(V)=A_0^2V^3/6$. For $V>0$ the left side is positive, hence $I(V)>0$.

**The cubic coefficient.** Divide by $V^3>0$:

$$\left(\frac{E}{E+V}\right)^2\frac{A_0^2}{6}\le\frac{I(V)}{V^3}\le\frac{A_0^2}{6}.$$

As $V$ decreases to zero with $E$ fixed, the left side tends to $A_0^2/6$, and so does the quotient between the two bounds.

**Scaling.** For $s,V>0$,

$$\frac{I(sV)}{I(V)}=s^3\,\frac{I(sV)/(sV)^3}{I(V)/V^3}.$$

The numerator and the denominator of the last fraction both tend to $A_0^2/6$, which is not zero. The whole expression therefore tends to $s^3$.

## The Lean file

```lean
import Mathlib

open Filter Topology Set

namespace InelasticCotunnelling

noncomputable section

/-- Sum of the two virtual-state amplitudes when the bias energy `V` is shared as `x` and `V - x`
between two electron-hole pairs; the domain is `E₁ + x ≠ 0` and `E₂ + (V - x) ≠ 0`. -/
def amplitude (E₁ E₂ V x : ℝ) : ℝ := 1 / (E₁ + x) + 1 / (E₂ + (V - x))

/-- Zero-temperature inelastic cotunnelling current at bias energy `V`, up to a constant prefactor:
the integral over `x` from `0` to `V` of the squared amplitude times the phase-space weight
`x (V - x)` of the two pairs. The domain is `E₁, E₂ > 0` and `V ≥ 0`. -/
def current (E₁ E₂ V : ℝ) : ℝ :=
  ∫ x in (0 : ℝ)..V, x * (V - x) * amplitude E₁ E₂ V x ^ 2

/-- The cubic cotunnelling law, with constant energy denominators `E₁` and `E₂`, both nonzero. -/
def cubicLaw (E₁ E₂ V : ℝ) : ℝ := (1 / E₁ + 1 / E₂) ^ 2 / 6 * V ^ 3

/-- The phase space of two electron-hole pairs sharing the energy `V` integrates to `V³/6`. -/
theorem phaseSpace (V : ℝ) : ∫ x in (0 : ℝ)..V, x * (V - x) = V ^ 3 / 6 := by
  have h : ∀ x ∈ uIcc (0 : ℝ) V,
      HasDerivAt (fun y : ℝ => V / 2 * y ^ 2 - 1 / 3 * y ^ 3) (x * (V - x)) x := by
    intro x _
    refine (((hasDerivAt_pow 2 x).const_mul (V / 2)).fun_sub
      ((hasDerivAt_pow 3 x).const_mul (1 / 3))).congr_deriv ?_
    norm_num
    ring
  rw [intervalIntegral.integral_eq_sub_of_hasDerivAt h
    (Continuous.intervalIntegrable (by fun_prop) _ _)]
  ring

/-- A virtual state of energy `D ≥ E > 0`, raised by a pair energy `x` between `0` and `V`, has a
propagator between `E / (E + V)` times `1 / D` and `1 / D`. -/
theorem propagator_bounds {E D V x : ℝ} (hE : 0 < E) (hD : E ≤ D) (hx : 0 ≤ x) (hxV : x ≤ V) :
    E / (E + V) * (1 / D) ≤ 1 / (D + x) ∧ 1 / (D + x) ≤ 1 / D := by
  have hD0 : 0 < D := hE.trans_le hD
  have hV : 0 ≤ V := hx.trans hxV
  constructor
  · rw [div_mul_div_comm, div_le_div_iff₀ (by positivity) (by positivity)]
    nlinarith [mul_le_mul hD hxV hx hD0.le]
  · exact one_div_le_one_div_of_le hD0 (by linarith)

/-- For positive charging energies and nonnegative bias the cotunnelling integrand is integrable
over the energy window. -/
theorem integrable_integrand {E₁ E₂ V : ℝ} (h₁ : 0 < E₁) (h₂ : 0 < E₂) (hV : 0 ≤ V) :
    IntervalIntegrable (fun x => x * (V - x) * amplitude E₁ E₂ V x ^ 2)
      MeasureTheory.volume 0 V := by
  apply ContinuousOn.intervalIntegrable
  rw [uIcc_of_le hV]
  unfold amplitude
  -- neither denominator vanishes inside the window
  have c₁ : ContinuousOn (fun x : ℝ => 1 / (E₁ + x)) (Icc 0 V) :=
    continuousOn_const.div (by fun_prop)
      (fun x hx => (by linarith [hx.1] : 0 < E₁ + x).ne')
  have c₂ : ContinuousOn (fun x : ℝ => 1 / (E₂ + (V - x))) (Icc 0 V) :=
    continuousOn_const.div (by fun_prop)
      (fun x hx => (by linarith [hx.2] : 0 < E₂ + (V - x)).ne')
  have c₀ : ContinuousOn (fun x : ℝ => x * (V - x)) (Icc 0 V) := by fun_prop
  exact c₀.mul ((c₁.add c₂).pow 2)

/-- At any bias `V ≥ 0` the current is at most the cubic law and at least `(E / (E + V))²` times it,
for any energy `E > 0` with `E ≤ E₁` and `E ≤ E₂`. -/
theorem current_bounds {E E₁ E₂ V : ℝ} (hE : 0 < E) (h₁ : E ≤ E₁) (h₂ : E ≤ E₂) (hV : 0 ≤ V) :
    (E / (E + V)) ^ 2 * cubicLaw E₁ E₂ V ≤ current E₁ E₂ V ∧
      current E₁ E₂ V ≤ cubicLaw E₁ E₂ V := by
  have p₁ : 0 < E₁ := hE.trans_le h₁
  have p₂ : 0 < E₂ := hE.trans_le h₂
  have hint := integrable_integrand p₁ p₂ hV
  have hc : ∀ c : ℝ, ∫ x in (0 : ℝ)..V, x * (V - x) * c = V ^ 3 / 6 * c := fun c => by
    rw [intervalIntegral.integral_mul_const, phaseSpace]
  have hi : ∀ c : ℝ, IntervalIntegrable (fun x : ℝ => x * (V - x) * c)
      MeasureTheory.volume 0 V := fun c => Continuous.intervalIntegrable (by fun_prop) _ _
  -- pointwise bounds on the amplitude, one propagator at a time
  have lo : ∀ x ∈ Icc (0 : ℝ) V,
      E / (E + V) * (1 / E₁ + 1 / E₂) ≤ amplitude E₁ E₂ V x := by
    intro x hx
    have a := (propagator_bounds hE h₁ hx.1 hx.2).1
    have b := (propagator_bounds hE h₂ (sub_nonneg.2 hx.2) (sub_le_self V hx.1)).1
    rw [mul_add]
    exact add_le_add a b
  have up : ∀ x ∈ Icc (0 : ℝ) V, amplitude E₁ E₂ V x ≤ 1 / E₁ + 1 / E₂ := by
    intro x hx
    exact add_le_add (propagator_bounds hE h₁ hx.1 hx.2).2
      (propagator_bounds hE h₂ (sub_nonneg.2 hx.2) (sub_le_self V hx.1)).2
  have low0 : 0 ≤ E / (E + V) * (1 / E₁ + 1 / E₂) := by positivity
  constructor
  · calc (E / (E + V)) ^ 2 * cubicLaw E₁ E₂ V
        = ∫ x in (0 : ℝ)..V, x * (V - x) * (E / (E + V) * (1 / E₁ + 1 / E₂)) ^ 2 := by
          rw [hc]
          unfold cubicLaw
          ring
      _ ≤ current E₁ E₂ V :=
          intervalIntegral.integral_mono_on hV (hi _) hint fun x hx =>
            mul_le_mul_of_nonneg_left (pow_le_pow_left₀ low0 (lo x hx) 2)
              (mul_nonneg hx.1 (sub_nonneg.2 hx.2))
  · calc current E₁ E₂ V
        ≤ ∫ x in (0 : ℝ)..V, x * (V - x) * (1 / E₁ + 1 / E₂) ^ 2 :=
          intervalIntegral.integral_mono_on hV hint (hi _) fun x hx =>
            mul_le_mul_of_nonneg_left
              (pow_le_pow_left₀ (low0.trans (lo x hx)) (up x hx) 2)
              (mul_nonneg hx.1 (sub_nonneg.2 hx.2))
      _ = cubicLaw E₁ E₂ V := by
          rw [hc]
          unfold cubicLaw
          ring

/-- For positive charging energies the cotunnelling current is positive at every positive bias. -/
theorem current_pos {E₁ E₂ V : ℝ} (h₁ : 0 < E₁) (h₂ : 0 < E₂) (hV : 0 < V) :
    0 < current E₁ E₂ V := by
  have hE : 0 < min E₁ E₂ := lt_min h₁ h₂
  refine lt_of_lt_of_le ?_
    (current_bounds hE (min_le_left _ _) (min_le_right _ _) hV.le).1
  have hq : 0 < min E₁ E₂ / (min E₁ E₂ + V) := div_pos hE (add_pos hE hV)
  have hl : 0 < cubicLaw E₁ E₂ V := by
    unfold cubicLaw
    positivity
  exact mul_pos (pow_pos hq 2) hl

/-- Cubic law of inelastic cotunnelling: for `E₁, E₂ > 0` the zero-temperature current divided by
`V³` tends to `(1/E₁ + 1/E₂)² / 6` as the bias `V` decreases to zero. -/
theorem current_div_cube_tendsto {E₁ E₂ : ℝ} (h₁ : 0 < E₁) (h₂ : 0 < E₂) :
    Tendsto (fun V => current E₁ E₂ V / V ^ 3) (𝓝[>] 0)
      (𝓝 ((1 / E₁ + 1 / E₂) ^ 2 / 6)) := by
  obtain ⟨E, hE, l₁, l₂⟩ : ∃ E : ℝ, 0 < E ∧ E ≤ E₁ ∧ E ≤ E₂ :=
    ⟨min E₁ E₂, lt_min h₁ h₂, min_le_left _ _, min_le_right _ _⟩
  -- the lower bound approaches the cubic coefficient
  have hlim : Tendsto (fun V : ℝ => (E / (E + V)) ^ 2 * ((1 / E₁ + 1 / E₂) ^ 2 / 6))
      (𝓝[>] 0) (𝓝 ((1 / E₁ + 1 / E₂) ^ 2 / 6)) := by
    have hne : E + 0 ≠ 0 := by
      rw [add_zero]
      exact hE.ne'
    have hc : ContinuousAt
        (fun V : ℝ => (E / (E + V)) ^ 2 * ((1 / E₁ + 1 / E₂) ^ 2 / 6)) 0 :=
      ((continuousAt_const.div (continuousAt_const.add continuousAt_id) hne).pow 2).mul
        continuousAt_const
    have h := hc.tendsto.mono_left (nhdsWithin_le_nhds (s := Ioi (0 : ℝ)))
    rwa [add_zero, div_self hE.ne', one_pow, one_mul] at h
  refine tendsto_of_tendsto_of_tendsto_of_le_of_le' hlim tendsto_const_nhds ?_ ?_
  · filter_upwards [self_mem_nhdsWithin] with V hV
    have hV0 : 0 < V := hV
    rw [le_div_iff₀ (pow_pos hV0 3), mul_assoc]
    exact (current_bounds hE l₁ l₂ hV0.le).1
  · filter_upwards [self_mem_nhdsWithin] with V hV
    have hV0 : 0 < V := hV
    rw [div_le_iff₀ (pow_pos hV0 3)]
    exact (current_bounds hE l₁ l₂ hV0.le).2

/-- For `E₁, E₂ > 0`, scaling a small bias by a factor `s > 0` scales the cotunnelling current by
`s³` in the limit of vanishing positive bias. -/
theorem current_scaling {E₁ E₂ s : ℝ} (h₁ : 0 < E₁) (h₂ : 0 < E₂) (hs : 0 < s) :
    Tendsto (fun V => current E₁ E₂ (s * V) / current E₁ E₂ V) (𝓝[>] 0) (𝓝 (s ^ 3)) := by
  have h := current_div_cube_tendsto h₁ h₂
  have hK : (1 / E₁ + 1 / E₂) ^ 2 / 6 ≠ 0 := by positivity
  have hcont : Continuous (fun V : ℝ => s * V) := by fun_prop
  have hsV : Tendsto (fun V : ℝ => s * V) (𝓝[>] 0) (𝓝[>] 0) := by
    refine tendsto_nhdsWithin_iff.2
      ⟨(hcont.tendsto' 0 0 (mul_zero s)).mono_left nhdsWithin_le_nhds, ?_⟩
    filter_upwards [self_mem_nhdsWithin] with V hV
    exact mul_pos hs hV
  -- compare the cubic coefficients at the biases `s V` and `V`
  have hr := ((h.comp hsV).div h hK).const_mul (s ^ 3)
  rw [div_self hK, mul_one] at hr
  refine hr.congr' ?_
  filter_upwards [self_mem_nhdsWithin] with V hV
  have hV0 : V ≠ 0 := ne_of_gt hV
  have hI : current E₁ E₂ V ≠ 0 := (current_pos h₁ h₂ hV).ne'
  have hs0 : s ≠ 0 := hs.ne'
  change s ^ 3 * (current E₁ E₂ (s * V) / (s * V) ^ 3 / (current E₁ E₂ V / V ^ 3)) =
    current E₁ E₂ (s * V) / current E₁ E₂ V
  generalize current E₁ E₂ (s * V) = J
  field_simp

end

end InelasticCotunnelling
```

```lean
#print axioms InelasticCotunnelling.current_div_cube_tendsto
-- 'InelasticCotunnelling.current_div_cube_tendsto' depends on axioms: [propext, Classical.choice, Quot.sound]
#print axioms InelasticCotunnelling.current_scaling
-- 'InelasticCotunnelling.current_scaling' depends on axioms: [propext, Classical.choice, Quot.sound]
```

## From the pointwise bounds to the limits in Lean

`phaseSpace` checks the derivative of the antiderivative and then applies the fundamental theorem of calculus. `propagator_bounds` clears the denominators with `div_le_div_iff₀`. The product inequality passed to `nlinarith` is $Ex\le DV$, the same one that settles the derivation above.

`integrable_integrand` shows that the integrand is continuous on the closed window $[0,V]$, because neither denominator vanishes there. This is needed before two integrals can be compared through their integrands.

Inside `current_bounds`, the steps `lo` and `up` are the two amplitude bounds, and `low0` supplies the sign condition for squaring. The comparison itself is `intervalIntegral.integral_mono_on`, used once for each side. The integrals with constant amplitude are evaluated by `hc`, which takes the constant out and calls `phaseSpace`.

`current_pos` uses the lower bound with $E=\min(E_1,E_2)$. The limit theorem makes the same choice of $E$. There, `hlim` obtains the limit of the lower bound from continuity at $V=0$, and a squeeze argument finishes the proof.

In `current_scaling`, `hsV` records that $sV$ approaches zero from above when $V$ does. The quotient of the two cubic coefficients is then rearranged into $I(sV)/I(V)$ by `field_simp`, with `current_pos` ensuring that the division by $I(V)$ is legitimate.

## Fixed charging energies, zero temperature and one transport process

The theorems start from the integral for $I(V)$. They do not derive it from a tunnelling Hamiltonian, so the sum of two amplitudes and the weight $x(V-x)$ are part of the model. That weight stands for a continuous spectrum with constant density of states in the leads and on the island, and for tunnelling matrix elements that do not depend on energy. A dot with a few discrete levels needs a different expression.

The constant prefactor, which contains the tunnel conductances, is left out. It cancels in the scaling ratio, but a code that reports a current in physical units must restore it.

Both limits hold $E_1$ and $E_2$ fixed while $V$ changes. In a device they shift with the bias: counted from the Fermi levels of the source and the drain, their sum falls by $V$. If $C(V)$ is evaluated with the zero-bias energies instead, the current can exceed it. The two-sided bound concerns a single value of $V$, so it applies with whatever positive energies the code uses at that bias, provided that $C(V)$ is evaluated with the same ones.

The bound holds for every $V\ge0$ as a statement about the integral, but the integral describes the transport only while the island stays in blockade. Once real charging becomes possible, sequential tunnelling has to be included. Higher orders in the tunnelling, including Kondo correlations, are also absent.

Temperature is zero throughout. At nonzero temperature thermally excited pairs contribute a current linear in $V$, which takes over at sufficiently low bias. Elastic cotunnelling, where it is present, also gives a linear term. The cubic law is therefore a check on the inelastic, zero-temperature part of a simulation, and not on the total current.

Finally, the inequalities concern real numbers. Rounding and quadrature errors come on top of them, and any tolerance in a program should allow for both.
